# Exchange energy of a spin-mixed density matrix as one charge and three spin contributions

Place one electron in one orbital with its spin along $x$, and let $U$ be the repulsion within that orbital. With $z$ as the quantisation axis, its density matrix is
$$\rho=\tfrac12\begin{pmatrix}1&1\\1&1\end{pmatrix}.$$
The Hartree energy is $U/2$, and exchange should cancel it, since an electron does not repel itself. If exchange is computed from the spin-diagonal blocks alone, as is adequate when all spins point along $\pm z$, it comes out as $-\frac U2\left(\frac14+\frac14\right)=-\frac U4$. A spurious self-interaction of $U/4$ remains, and it would disappear if the axis were turned to $x$. The missing part sits in the spin-off-diagonal blocks. The identity below includes them and sorts the total into charge and spin.

## The trace identity and its derivation

Let $\rho$ be a complex matrix with rows and columns labelled by an orbital from a finite set and a spin $s\in\{0,1\}$, where 0 is up and 1 is down. Let $\sigma_0$ be the $2\times2$ identity and $\sigma_1,\sigma_2,\sigma_3$ the Pauli matrices. The channels of $\rho$ are the orbital matrices
$$\rho_a=\mathrm{Tr}_{\rm spin}\left[\rho\,(1\otimes\sigma_a)\right],\qquad (\rho_a)_{ij}=\sum_{s,t}\rho_{(is)(jt)}(\sigma_a)_{ts}.$$
The claim is
$$\mathrm{Tr}\,\rho^2=\tfrac12\sum_{a=0}^{3}\mathrm{Tr}\,\rho_a^2 .$$

Fix $i,j$ and write $A_{st}=\rho_{(is)(jt)}$. The four channel entries are
$$A_{00}+A_{11},\quad A_{01}+A_{10},\quad \mathrm i(A_{01}-A_{10}),\quad A_{00}-A_{11}.$$
Take a second matrix $\tau$ with entries $B_{ts}=\tau_{(kt)(ls)}$. The products of channels 0 and 3 give
$$\tfrac12\left[(A_{00}+A_{11})(B_{00}+B_{11})+(A_{00}-A_{11})(B_{00}-B_{11})\right]=A_{00}B_{00}+A_{11}B_{11},$$
and those of channels 1 and 2, where $\mathrm i^2=-1$ supplies the minus sign, give
$$\tfrac12\left[(A_{01}+A_{10})(B_{01}+B_{10})-(A_{01}-A_{10})(B_{01}-B_{10})\right]=A_{01}B_{10}+A_{10}B_{01}.$$
Adding the two lines yields an identity of Fierz type,
$$\sum_{s,t}\rho_{(is)(jt)}\,\tau_{(kt)(ls)}=\tfrac12\sum_a(\rho_a)_{ij}(\tau_a)_{kl}.$$
Setting $k=j$, $l=i$ and summing over $i,j$ gives $\mathrm{Tr}\,\rho\tau=\frac12\sum_a\mathrm{Tr}\,\rho_a\tau_a$. The claim is the case $\tau=\rho$.

## From the trace to the exchange energy

For a spin-independent interaction with matrix elements $V_{ijkl}=\langle ij|v|kl\rangle$, and with the convention $\rho_{xy}=\langle c_y^\dagger c_x\rangle$, the mean-field exchange energy is
$$E_x=-\tfrac12\sum_{ijkl}V_{ijkl}\sum_{s,t}\rho_{(ls)(it)}\,\rho_{(kt)(js)} .$$
The spin sum has the form just evaluated, with the orbital indices $l,i,k,j$ in place of $i,j,k,l$. Therefore
$$E_x=-\tfrac14\sum_a\sum_{ijkl}V_{ijkl}\,(\rho_a)_{li}(\rho_a)_{kj}.$$
There are no cross terms between different channels. If $V_{ijkl}=U\delta_{ik}\delta_{jl}$, only $k=i$ and $l=j$ survive, and
$$E_x=-\tfrac U4\sum_a\mathrm{Tr}\,\rho_a^2=-\tfrac U2\,\mathrm{Tr}\,\rho^2 .$$
This is the quadratic term of the simplified rotationally invariant Hubbard correction, in a model where a single parameter $U$ stands for the whole Coulomb tensor of the shell.

In the one-electron example, $\rho_0=\rho_1=1$ and $\rho_2=\rho_3=0$. Charge and spin each contribute $-U/4$, and the sum $-U/2$ cancels the Hartree energy. For any Hermitian $\rho$ on a single orbital, with occupation $N$ and spin vector $\mathbf m=(\rho_1,\rho_2,\rho_3)$, the identity reads $\mathrm{Tr}\,\rho^2=\frac12(N^2+|\mathbf m|^2)$, which does not depend on the quantisation axis.

## Density matrix, channels and energy in Lean

The orbital labels form an arbitrary finite type `n`, and spin is `Fin 2`.

```lean
import Mathlib

open Matrix
open scoped Kronecker

namespace ExchangeSpinChannels

noncomputable section

variable {n : Type*} [Fintype n] [DecidableEq n]
```

The four spin matrices are one function of `a : Fin 4`, so a sum over `a` runs over charge and all three spin directions.

```lean
/-- The identity and the three Pauli matrices, numbered 0, 1, 2, 3. -/
def pauli : Fin 4 → Matrix (Fin 2) (Fin 2) ℂ :=
  ![1, !![0, 1; 1, 0], !![0, -Complex.I; Complex.I, 0], !![1, 0; 0, -1]]
```

The partial trace sets the two spin indices equal and sums over them.

```lean
/-- The partial trace over spin of a matrix on orbitals times spin. -/
def spinTrace (M : Matrix (n × Fin 2) (n × Fin 2) ℂ) : Matrix n n ℂ :=
  Matrix.of fun i j => ∑ s, M (i, s) (j, s)
```

In `channel`, the symbol `⊗ₖ` is the Kronecker product. The definition contains no factor $\frac12$: channel 0 is the full charge matrix, and channels 1 to 3 are twice the spin in units of $\hbar$.

```lean
/-- The charge (`a = 0`) or spin (`a = 1, 2, 3`) channel of a density matrix:
the partial spin trace of `ρ (1 ⊗ σ_a)`. -/
def channel (a : Fin 4) (ρ : Matrix (n × Fin 2) (n × Fin 2) ℂ) : Matrix n n ℂ :=
  spinTrace (ρ * ((1 : Matrix n n ℂ) ⊗ₖ pauli a))
```

The exchange energy is a definition, the mean-field expression given above, and is not derived from a many-electron state. No symmetry is required of `V`, and `ρ` need not be Hermitian, idempotent or bounded in its occupations. The orbitals are taken as orthonormal; with overlapping orbitals, the overlap matrix would enter the traces.

```lean
/-- The exchange energy of the density matrix `ρ` for Coulomb matrix elements
`V i j k l = ⟨i j| v |k l⟩`. -/
def exchangeEnergy (V : n → n → n → n → ℂ)
    (ρ : Matrix (n × Fin 2) (n × Fin 2) ℂ) : ℂ :=
  -(1 / 2) * ∑ i, ∑ j, ∑ k, ∑ l,
    V i j k l * ∑ s, ∑ t, ρ (l, s) (i, t) * ρ (k, t) (j, s)
```

## Channel entries and recovery of the density matrix

The first lemma turns the definition into the double spin sum. The orbital identity in $1\otimes\sigma_a$ removes one orbital sum, which `Finset.sum_eq_single` carries out by keeping only the term `k = j`.

```lean
/-- Each channel is the contraction of the spin indices of `ρ` with a Pauli matrix. -/
theorem channel_apply (a : Fin 4) (ρ : Matrix (n × Fin 2) (n × Fin 2) ℂ) (i j : n) :
    channel a ρ i j = ∑ s, ∑ t, ρ (i, s) (j, t) * pauli a t s := by
  simp only [channel, spinTrace, Matrix.of_apply, Matrix.mul_apply,
    Fintype.sum_prod_type, Matrix.kroneckerMap_apply, Matrix.one_apply]
  refine Finset.sum_congr rfl fun s _ => ?_
  -- the orbital identity matrix keeps only the term `k = j`
  refine (Finset.sum_eq_single j ?_ ?_).trans ?_
  · intro k _ hk
    simp [hk]
  · exact fun h => absurd (Finset.mem_univ _) h
  · simp
```

Inserting the Pauli matrices gives the four combinations of $A_{st}$ listed earlier.

```lean
/-- The four channels written out in the spin blocks of the density matrix. -/
theorem channel_entries (ρ : Matrix (n × Fin 2) (n × Fin 2) ℂ) (i j : n) :
    channel 0 ρ i j = ρ (i, 0) (j, 0) + ρ (i, 1) (j, 1) ∧
    channel 1 ρ i j = ρ (i, 0) (j, 1) + ρ (i, 1) (j, 0) ∧
    channel 2 ρ i j = Complex.I * (ρ (i, 0) (j, 1) - ρ (i, 1) (j, 0)) ∧
    channel 3 ρ i j = ρ (i, 0) (j, 0) - ρ (i, 1) (j, 1) := by
  refine ⟨?_, ?_, ?_, ?_⟩ <;>
    simp [channel_apply, pauli, Fin.sum_univ_two] <;> ring
```

The channels lose no information, because $\rho=\frac12\sum_a\rho_a\otimes\sigma_a$. By hand, the four spin blocks of the right side are $\frac12(\rho_0+\rho_3)$, $\frac12(\rho_1-\mathrm i\rho_2)$, $\frac12(\rho_1+\mathrm i\rho_2)$ and $\frac12(\rho_0-\rho_3)$, and substituting the entries returns $A_{00}$, $A_{01}$, $A_{10}$ and $A_{11}$. The proof treats the same four cases. The two off-diagonal ones need $\mathrm i^2=-1$, supplied as `Complex.I_sq`.

```lean
/-- The density matrix is recovered from its charge and spin channels. -/
theorem eq_sum_channels (ρ : Matrix (n × Fin 2) (n × Fin 2) ℂ) :
    ρ = (1 / 2 : ℂ) • ∑ a, channel a ρ ⊗ₖ pauli a := by
  ext ⟨i, s⟩ ⟨j, t⟩
  obtain ⟨h0, h1, h2, h3⟩ := channel_entries ρ i j
  simp only [Matrix.smul_apply, Fin.sum_univ_four, Matrix.add_apply,
    Matrix.kroneckerMap_apply, smul_eq_mul, h0, h1, h2, h3]
  revert s t
  simp only [Fin.forall_fin_two]
  refine ⟨⟨?_, ?_⟩, ?_, ?_⟩
  · simp [pauli]
    ring
  · simp [pauli]
    linear_combination (1 / 2 * (ρ (i, 0) (j, 1) - ρ (i, 1) (j, 0))) * Complex.I_sq
  · simp [pauli]
    linear_combination (-(1 / 2) * (ρ (i, 0) (j, 1) - ρ (i, 1) (j, 0))) * Complex.I_sq
  · simp [pauli]
    ring
```

## The spin contraction and the trace

The next theorem is the Fierz-type identity for fixed orbital indices. After the channel entries are substituted, both sides are polynomials in the spin blocks. They differ by a multiple of $\mathrm i^2+1$, and `linear_combination` names that multiple.

```lean
/-- For fixed orbital indices, the crossed spin contraction of two matrices is half the
sum over channels of products of their channel entries. -/
theorem exchange_contraction (ρ τ : Matrix (n × Fin 2) (n × Fin 2) ℂ) (i j k l : n) :
    ∑ s, ∑ t, ρ (i, s) (j, t) * τ (k, t) (l, s) =
      1 / 2 * ∑ a, channel a ρ i j * channel a τ k l := by
  obtain ⟨h0, h1, h2, h3⟩ := channel_entries ρ i j
  obtain ⟨g0, g1, g2, g3⟩ := channel_entries τ k l
  simp only [Fin.sum_univ_four, Fin.sum_univ_two, h0, h1, h2, h3, g0, g1, g2, g3]
  linear_combination (-(1 / 2) * (ρ (i, 0) (j, 1) - ρ (i, 1) (j, 0)) *
    (τ (k, 0) (l, 1) - τ (k, 1) (l, 0))) * Complex.I_sq
```

For the trace of a product, the auxiliary statement `h` writes $\mathrm{Tr}\,\rho\tau$ with the orbital sums outside and the spin sums inside. The contraction then applies to each pair $i,j$.

```lean
/-- The trace of a product of two matrices on orbitals times spin is half the sum of the
traces of the products of their channels. -/
theorem trace_mul_channels (ρ τ : Matrix (n × Fin 2) (n × Fin 2) ℂ) :
    (ρ * τ).trace = 1 / 2 * ∑ a, (channel a ρ * channel a τ).trace := by
  have h : (ρ * τ).trace =
      ∑ i, ∑ j, ∑ s, ∑ t, ρ (i, s) (j, t) * τ (j, t) (i, s) := by
    simp only [Matrix.trace, Matrix.diag_apply, Matrix.mul_apply, Fintype.sum_prod_type]
    exact Finset.sum_congr rfl fun i _ => Finset.sum_comm
  rw [h]
  simp only [exchange_contraction, Matrix.trace, Matrix.diag_apply, Matrix.mul_apply,
    ← Finset.mul_sum, Fin.sum_univ_four, Finset.sum_add_distrib]
```

Setting both matrices equal gives the identity claimed at the start, for every complex matrix `ρ`.

```lean
/-- The trace of the squared density matrix splits into one charge and three spin
channels: `Tr ρ² = ½ ∑ₐ Tr ρₐ²`. -/
theorem trace_sq_channels (ρ : Matrix (n × Fin 2) (n × Fin 2) ℂ) :
    (ρ ^ 2).trace = 1 / 2 * ∑ a, (channel a ρ ^ 2).trace := by
  simp only [sq]
  exact trace_mul_channels ρ ρ
```

## Exchange for a general and for a uniform interaction

The same contraction, weighted with `V i j k l`, gives the channel form of the exchange energy. Here `h` rewrites one summand as four channel terms, and the remaining steps distribute the sums and collect the prefactor $-\frac12\cdot\frac12=-\frac14$.

```lean
/-- For any Coulomb matrix elements, the exchange energy is a sum of separate charge and
spin channel contributions. -/
theorem exchangeEnergy_channels (V : n → n → n → n → ℂ)
    (ρ : Matrix (n × Fin 2) (n × Fin 2) ℂ) :
    exchangeEnergy V ρ = -(1 / 4) * ∑ a, ∑ i, ∑ j, ∑ k, ∑ l,
      V i j k l * (channel a ρ l i * channel a ρ k j) := by
  have h : ∀ i j k l, V i j k l * ∑ s, ∑ t, ρ (l, s) (i, t) * ρ (k, t) (j, s) =
      1 / 2 * (V i j k l * (channel 0 ρ l i * channel 0 ρ k j) +
        V i j k l * (channel 1 ρ l i * channel 1 ρ k j) +
        V i j k l * (channel 2 ρ l i * channel 2 ρ k j) +
        V i j k l * (channel 3 ρ l i * channel 3 ρ k j)) := by
    intro i j k l
    rw [exchange_contraction, Fin.sum_univ_four]
    ring
  simp only [exchangeEnergy, h, ← Finset.mul_sum, Finset.sum_add_distrib,
    Fin.sum_univ_four]
  ring
```

The uniform case encodes $U\delta_{ik}\delta_{jl}$ as an `if` expression. This is a density-density repulsion, equal for all pairs of orbitals and also within one orbital; exchange integrals $\langle ij|v|ji\rangle$ between different orbitals are zero, so Hund's coupling is absent. The proof removes the sums over `k` and `l` one after the other and recognises what remains as $\mathrm{Tr}\,\rho_a^2$.

```lean
/-- For matrix elements `V i j k l` equal to `U` if `i = k` and `j = l`, and zero otherwise, the
exchange energy is `-(U/4) ∑ₐ Tr ρₐ²`. -/
theorem exchangeEnergy_uniform (U : ℂ) (ρ : Matrix (n × Fin 2) (n × Fin 2) ℂ) :
    exchangeEnergy (fun i j k l => if i = k ∧ j = l then U else 0) ρ =
      -(U / 4) * ∑ a, (channel a ρ ^ 2).trace := by
  have h : ∀ a, ∑ i, ∑ j, ∑ k, ∑ l, (if i = k ∧ j = l then U else 0) *
      (channel a ρ l i * channel a ρ k j) = U * (channel a ρ ^ 2).trace := by
    intro a
    simp only [sq, Matrix.trace, Matrix.diag_apply, Matrix.mul_apply, Finset.mul_sum]
    refine Finset.sum_congr rfl fun i _ => Finset.sum_congr rfl fun j _ => ?_
    -- only `k = i` and `l = j` survive
    refine (Finset.sum_eq_single i ?_ ?_).trans
      ((Finset.sum_eq_single j ?_ ?_).trans ?_)
    · intro k _ hk
      simp [Ne.symm hk]
    · exact fun h => absurd (Finset.mem_univ _) h
    · intro l _ hl
      simp [Ne.symm hl]
    · exact fun h => absurd (Finset.mem_univ _) h
    · simp only [and_self, if_true]
      ring
  rw [exchangeEnergy_channels]
  simp only [h, ← Finset.mul_sum]
  ring
```

## Hermitian density matrices and the share of the charge channel

A physical density matrix is Hermitian, and its channels inherit this property. Since the Pauli matrices are Hermitian too,
$$\overline{(\rho_a)_{ji}}=\sum_{s,t}\overline{\rho_{(js)(it)}}\;\overline{(\sigma_a)_{ts}}=\sum_{s,t}\rho_{(it)(js)}(\sigma_a)_{st}=(\rho_a)_{ij},$$
where the last step exchanges the names of $s$ and $t$. In Lean that exchange is `Finset.sum_comm`.

```lean
/-- Every channel of a Hermitian density matrix is Hermitian. -/
theorem channel_isHermitian {ρ : Matrix (n × Fin 2) (n × Fin 2) ℂ}
    (hρ : ρ.IsHermitian) (a : Fin 4) : (channel a ρ).IsHermitian := by
  have h : ∀ x y, star (ρ x y) = ρ y x := fun x y => hρ.apply y x
  have hp : ∀ s t, star (pauli a s t) = pauli a t s := by
    intro s t
    fin_cases a <;> fin_cases s <;> fin_cases t <;> simp [pauli]
  ext i j
  rw [Matrix.conjTranspose_apply]
  simp only [channel_apply, star_sum, star_mul', h, hp]
  exact Finset.sum_comm
```

It follows that $\mathrm{Tr}\,\rho_a^2=\sum_{ij}|(\rho_a)_{ij}|^2\ge0$, with value zero only if $\rho_a=0$. Writing the trace identity as
$$2\,\mathrm{Tr}\,\rho^2=\mathrm{Tr}\,\rho_0^2+\mathrm{Tr}\,\rho_1^2+\mathrm{Tr}\,\rho_2^2+\mathrm{Tr}\,\rho_3^2$$
and dropping the three non-negative spin terms gives $\mathrm{Tr}\,\rho_0^2\le2\,\mathrm{Tr}\,\rho^2$. Equality holds exactly when all three spin channels vanish, that is, when $\rho=\frac12\rho_0\otimes1$. For $U>0$ in the uniform model, a spin-polarised Hermitian $\rho$ therefore has a lower exchange energy than the unpolarised matrix $\frac12\rho_0\otimes1$ with the same $\rho_0$.

Hermiticity matters here, although the trace identity does without it: for one orbital and $\rho=\mathrm i\sigma_1$, the charge channel is zero while $\mathrm{Tr}\,\rho^2=-2$, and the inequality fails.

The theorem compares real parts, because Lean's traces are complex numbers; for Hermitian matrices these traces are real. In the proof, `hs` is the sum of squared moduli, `hn` its non-negativity, `hz` the conclusion that a channel with zero trace of its square vanishes, and `hsum` the trace identity multiplied by two. Linear arithmetic then gives the inequality and both directions of the equality condition.

```lean
/-- For a Hermitian density matrix the charge channel obeys `Tr ρ₀² ≤ 2 Tr ρ²`, with
equality exactly when all three spin channels vanish. -/
theorem charge_channel_bound {ρ : Matrix (n × Fin 2) (n × Fin 2) ℂ}
    (hρ : ρ.IsHermitian) :
    (channel 0 ρ ^ 2).trace.re ≤ 2 * (ρ ^ 2).trace.re ∧
    ((channel 0 ρ ^ 2).trace.re = 2 * (ρ ^ 2).trace.re ↔
      ∀ a, a ≠ 0 → channel a ρ = 0) := by
  -- each channel contributes a sum of squared moduli
  have hs : ∀ a, (channel a ρ ^ 2).trace.re =
      ∑ i, ∑ j, Complex.normSq (channel a ρ i j) := by
    intro a
    simp only [sq, Matrix.trace, Matrix.diag_apply, Matrix.mul_apply, Complex.re_sum]
    refine Finset.sum_congr rfl fun i _ => Finset.sum_congr rfl fun j _ => ?_
    have e : channel a ρ j i = star (channel a ρ i j) :=
      ((channel_isHermitian hρ a).apply j i).symm
    rw [e]
    simp [Complex.normSq_apply]
  have hrow : ∀ a i, 0 ≤ ∑ j, Complex.normSq (channel a ρ i j) :=
    fun a i => Finset.sum_nonneg fun j _ => Complex.normSq_nonneg _
  have hn : ∀ a, 0 ≤ (channel a ρ ^ 2).trace.re := by
    intro a
    rw [hs a]
    exact Finset.sum_nonneg fun i _ => hrow a i
  have hz : ∀ a, (channel a ρ ^ 2).trace.re = 0 → channel a ρ = 0 := by
    intro a h
    rw [hs a] at h
    ext i j
    have h1 := (Finset.sum_eq_zero_iff_of_nonneg (fun i _ => hrow a i)).1 h i
      (Finset.mem_univ i)
    have h2 := (Finset.sum_eq_zero_iff_of_nonneg
      (fun j _ => Complex.normSq_nonneg (channel a ρ i j))).1 h1 j (Finset.mem_univ j)
    exact Complex.normSq_eq_zero.1 h2
  have hsum : 2 * (ρ ^ 2).trace = (channel 0 ρ ^ 2).trace + (channel 1 ρ ^ 2).trace +
      (channel 2 ρ ^ 2).trace + (channel 3 ρ ^ 2).trace := by
    rw [trace_sq_channels ρ, Fin.sum_univ_four]
    ring
  have hre := congrArg Complex.re hsum
  simp only [Complex.add_re, Complex.mul_re, Complex.re_ofNat, Complex.im_ofNat,
    zero_mul, sub_zero] at hre
  have n1 := hn 1
  have n2 := hn 2
  have n3 := hn 3
  refine ⟨by linarith, ?_, ?_⟩
  · intro e a ha
    have z1 : (channel 1 ρ ^ 2).trace.re = 0 := by linarith
    have z2 : (channel 2 ρ ^ 2).trace.re = 0 := by linarith
    have z3 : (channel 3 ρ ^ 2).trace.re = 0 := by linarith
    fin_cases a
    · exact absurd rfl ha
    · exact hz 1 z1
    · exact hz 2 z2
    · exact hz 3 z3
  · intro h
    have z : ∀ a, a ≠ 0 → (channel a ρ ^ 2).trace.re = 0 := by
      intro a ha
      rw [h a ha]
      simp
    linarith [z 1 (by decide), z 2 (by decide), z 3 (by decide)]

end

end ExchangeSpinChannels
```

```lean
#print axioms ExchangeSpinChannels.eq_sum_channels
#print axioms ExchangeSpinChannels.exchangeEnergy_channels
#print axioms ExchangeSpinChannels.exchangeEnergy_uniform
#print axioms ExchangeSpinChannels.charge_channel_bound
```

```
'ExchangeSpinChannels.eq_sum_channels' depends on axioms: [propext, Classical.choice, Quot.sound]
'ExchangeSpinChannels.exchangeEnergy_channels' depends on axioms: [propext, Classical.choice, Quot.sound]
'ExchangeSpinChannels.exchangeEnergy_uniform' depends on axioms: [propext, Classical.choice, Quot.sound]
'ExchangeSpinChannels.charge_channel_bound' depends on axioms: [propext, Classical.choice, Quot.sound]
```
